# The smaller of two nested active spaces is never softer at the reference geometry if it contains the exact ground state

A common check on a computed force constant is to enlarge the active space and recompute the curvature along the same distortion. For a finite real symmetric Hamiltonian $H_0+qV$, linear in the distortion $q$, the direction of the change is known in advance in the following case. If both spaces are held fixed as $q$ varies, the smaller one contains a ground vector of $H_0$, and the lowest energy in each space is twice differentiable at $q=0$, enlarging the space leaves the slope there unchanged and can only lower the curvature or keep it.

## Energies in an active space

```lean
import Mathlib

open Matrix Filter Topology

namespace ActiveSpaceSoftness

noncomputable section

variable {n : Type*} [Fintype n]
```

The finite type `n` labels orthonormal basis states, so a state is represented by a nonzero real vector `n → ℝ`. An active space here is a linear subspace of `n → ℝ`, for example the span of the configurations that a fixed choice of active orbitals allows. "Exact" below means exact within this basis.

```lean
/-- `E` is an eigenvalue of the matrix `A` compressed to the active space `S`. -/
def IsCompressedEigenvalue (S : Submodule ℝ (n → ℝ)) (A : Matrix n n ℝ) (E : ℝ) : Prop :=
  ∃ x ∈ S, x ≠ 0 ∧ ∀ y ∈ S, y ⬝ᵥ A *ᵥ x = E * (y ⬝ᵥ x)
```

Here `⬝ᵥ` is the dot product and `*ᵥ` applies a matrix to a vector. The number $E$ is an eigenvalue of $A$ compressed to the subspace $S$ if some nonzero $x\in S$ satisfies $y\cdot Ax=E\,(y\cdot x)$ for every $y\in S$. This is the usual secular problem in the active space.

```lean
/-- The lowest eigenvalue of a symmetric matrix `A` compressed to a nonzero active space `S`. -/
def lowestEigenvalue (S : Submodule ℝ (n → ℝ)) (A : Matrix n n ℝ) : ℝ :=
  sInf {E | IsCompressedEigenvalue S A E}
```

The lowest eigenvalue is defined as the infimum of all compressed eigenvalues. That it is attained is proved below.

```lean
/-- The energy curve `E` is twice differentiable at `q = 0`, with slope `g` and curvature `k`. -/
def HasSlopeCurvature (E : ℝ → ℝ) (g k : ℝ) : Prop :=
  ∃ E' : ℝ → ℝ, (∀ᶠ q in 𝓝 0, HasDerivAt E (E' q) q) ∧ E' 0 = g ∧ HasDerivAt E' k 0
```

The curve $E(q)$ has a derivative $E'(q)$ for all $q$ near 0 (`∀ᶠ q in 𝓝 0`), with $E'(0)=g$, and $E'$ itself has derivative $k$ at 0. The main theorem assumes this smoothness. A nondegenerate lowest level in the space would supply it, whereas a degenerate one may split into a kink.

```lean
/-- A nonzero real vector has positive squared length. -/
theorem dot_self_pos {x : n → ℝ} (hx : x ≠ 0) : 0 < x ⬝ᵥ x := by
  obtain ⟨i, hi⟩ := Function.ne_iff.mp hx
  exact Finset.sum_pos' (fun j _ => mul_self_nonneg (x j))
    ⟨i, Finset.mem_univ i, mul_self_pos.mpr hi⟩
```

In a Lean theorem the hypotheses precede the last colon, the claim follows it, and the proof comes after `:=`. Here $x\cdot x=\sum_i x_i^2$ is positive because some $x_i\neq0$.

```lean
/-- A compressed eigenvalue that bounds the energy of every vector of the active space from below
is the lowest one. -/
theorem lowestEigenvalue_eq {S : Submodule ℝ (n → ℝ)} {A : Matrix n n ℝ} {E : ℝ}
    (hE : IsCompressedEigenvalue S A E) (hb : ∀ y ∈ S, E * (y ⬝ᵥ y) ≤ y ⬝ᵥ A *ᵥ y) :
    lowestEigenvalue S A = E := by
  refine IsLeast.csInf_eq ⟨hE, ?_⟩
  rintro E' ⟨x, hx, h0, he⟩
  have h1 := hb x hx
  rw [he x hx] at h1
  exact le_of_mul_le_mul_right h1 (dot_self_pos h0)
```

Let $E$ be a compressed eigenvalue with $E\,(y\cdot y)\le y\cdot Ay$ on $S$. For any other compressed eigenvalue $E'$ with vector $x$, setting $y=x$ gives $E\,(x\cdot x)\le x\cdot Ax=E'\,(x\cdot x)$. Dividing by $x\cdot x>0$ gives $E\le E'$, so $E$ is the lowest.

```lean
/-- Variational principle: for symmetric `A` and a nonzero active space, the lowest eigenvalue is
attained and bounds the energy of every vector of the space from below. -/
theorem variational_principle {S : Submodule ℝ (n → ℝ)} {A : Matrix n n ℝ} (hA : A.IsSymm)
    {w : n → ℝ} (hwS : w ∈ S) (hw : w ≠ 0) :
    IsCompressedEigenvalue S A (lowestEigenvalue S A) ∧
      ∀ y ∈ S, lowestEigenvalue S A * (y ⬝ᵥ y) ≤ y ⬝ᵥ A *ᵥ y := by
  have hunit : ∀ y : n → ℝ, y ≠ 0 → ∃ s : ℝ, 0 < s ∧ s * s = y ⬝ᵥ y ∧
      (s⁻¹ • y) ⬝ᵥ (s⁻¹ • y) = 1 := by
    intro y hy
    have hs := Real.sqrt_pos.mpr (dot_self_pos hy)
    have hss := Real.mul_self_sqrt (dot_self_pos hy).le
    refine ⟨√(y ⬝ᵥ y), hs, hss, ?_⟩
    simp only [smul_dotProduct, dotProduct_smul, smul_eq_mul]
    rw [← mul_assoc, ← mul_inv, hss]
    exact inv_mul_cancel₀ (dot_self_pos hy).ne'
  -- the unit sphere of the active space is compact, so the energy has a minimiser
  have hK : IsCompact {x : n → ℝ | x ∈ S ∧ x ⬝ᵥ x = 1} := by
    refine (isCompact_closedBall (0 : n → ℝ) 1).of_isClosed_subset ?_ ?_
    · have hc : Continuous fun x : n → ℝ => x ⬝ᵥ x := by
        simp only [dotProduct]
        fun_prop
      exact S.closed_of_finiteDimensional.inter (isClosed_eq hc continuous_const)
    · rintro x ⟨-, hx⟩
      rw [mem_closedBall_zero_iff, pi_norm_le_iff_of_nonneg zero_le_one]
      intro i
      have h2 : x i * x i ≤ ∑ j, x j * x j :=
        Finset.single_le_sum (f := fun j => x j * x j)
          (fun j _ => mul_self_nonneg (x j)) (Finset.mem_univ i)
      have h1 : ∑ j, x j * x j = 1 := hx
      rw [Real.norm_eq_abs]
      exact abs_le.mpr ⟨by nlinarith, by nlinarith⟩
  have hcont : Continuous fun x : n → ℝ => x ⬝ᵥ A *ᵥ x := by
    simp only [dotProduct, mulVec]
    fun_prop
  obtain ⟨s, -, -, hs1⟩ := hunit w hw
  obtain ⟨x, ⟨hxS, hx1⟩, hmin⟩ :=
    hK.exists_isMinOn ⟨s⁻¹ • w, S.smul_mem _ hwS, hs1⟩ hcont.continuousOn
  have hb : ∀ y ∈ S, (x ⬝ᵥ A *ᵥ x) * (y ⬝ᵥ y) ≤ y ⬝ᵥ A *ᵥ y := by
    intro y hy
    by_cases hy0 : y = 0
    · simp [hy0]
    obtain ⟨r, hr, hrr, hr1⟩ := hunit y hy0
    have h : x ⬝ᵥ A *ᵥ x ≤ (r⁻¹ • y) ⬝ᵥ A *ᵥ (r⁻¹ • y) :=
      isMinOn_iff.mp hmin _ ⟨S.smul_mem _ hy, hr1⟩
    simp only [mulVec_smul, smul_dotProduct, dotProduct_smul, smul_eq_mul] at h
    calc (x ⬝ᵥ A *ᵥ x) * (y ⬝ᵥ y) = (x ⬝ᵥ A *ᵥ x) * (r * r) := by rw [hrr]
      _ ≤ (r⁻¹ * (r⁻¹ * (y ⬝ᵥ A *ᵥ y))) * (r * r) :=
          mul_le_mul_of_nonneg_right h (mul_pos hr hr).le
      _ = y ⬝ᵥ A *ᵥ y := by field_simp
  -- stationarity of the minimiser is the compressed eigenvalue equation
  have hE : IsCompressedEigenvalue S A (x ⬝ᵥ A *ᵥ x) := by
    refine ⟨x, hxS, fun h => by simp [h] at hx1, fun y hy => ?_⟩
    have hsym : x ⬝ᵥ A *ᵥ y = y ⬝ᵥ A *ᵥ x := by
      rw [dotProduct_mulVec, ← mulVec_transpose, hA.eq, dotProduct_comm]
    have hq : ∀ t : ℝ, 0 ≤ (y ⬝ᵥ A *ᵥ y - (x ⬝ᵥ A *ᵥ x) * (y ⬝ᵥ y)) * (t * t) +
        (2 * (y ⬝ᵥ A *ᵥ x - (x ⬝ᵥ A *ᵥ x) * (y ⬝ᵥ x))) * t + 0 := by
      intro t
      have h := hb (x + t • y) (S.add_mem hxS (S.smul_mem t hy))
      simp only [mulVec_add, mulVec_smul, add_dotProduct, dotProduct_add, smul_dotProduct,
        dotProduct_smul, smul_eq_mul] at h
      rw [hsym, dotProduct_comm x y, hx1] at h
      linarith
    have hd := discrim_le_zero hq
    unfold discrim at hd
    have h2 : (y ⬝ᵥ A *ᵥ x - (x ⬝ᵥ A *ᵥ x) * (y ⬝ᵥ x)) ^ 2 = 0 :=
      le_antisymm (by linarith) (sq_nonneg _)
    exact sub_eq_zero.mp (pow_eq_zero_iff two_ne_zero |>.mp h2)
  rw [lowestEigenvalue_eq hE hb]
  exact ⟨hE, hb⟩
```

This is the variational principle; the vector $w$ only ensures that $S$ is nonzero. The unit sphere of $S$ is compact (`hK`), so the energy has a minimiser $x$ on it, with value $\lambda=x\cdot Ax$. Rescaling any nonzero $y$ to unit length gives $\lambda\,(y\cdot y)\le y\cdot Ay$ (`hb`).

Now insert $x+ty$ into this bound. Since $A$ is symmetric and $x\cdot x=1$, the constant terms cancel:
$$0\le t^2\,(y\cdot Ay-\lambda\,y\cdot y)+2t\,(y\cdot Ax-\lambda\,y\cdot x).$$
This holds for all real $t$ (`hq`), so the discriminant $4(y\cdot Ax-\lambda\,y\cdot x)^2$ is at most zero. Hence $y\cdot Ax=\lambda\,y\cdot x$, the compressed eigenvalue equation.

## Two curves that touch

```lean
/-- If one energy curve lies nowhere above another and touches it at `q = 0`, and both are twice
differentiable there, their slopes agree and the lower curve has the smaller or equal curvature. -/
theorem touching_curves {f g : ℝ → ℝ} {a b k l : ℝ} (hle : ∀ q, f q ≤ g q) (h0 : f 0 = g 0)
    (hf : HasSlopeCurvature f a k) (hg : HasSlopeCurvature g b l) : a = b ∧ k ≤ l := by
  obtain ⟨f', hf1, rfl, hf2⟩ := hf
  obtain ⟨g', hg1, rfl, hg2⟩ := hg
  obtain ⟨h, hh⟩ : ∃ h : ℝ → ℝ, h = fun q => f q - g q := ⟨_, rfl⟩
  have hv : ∀ q, h q = f q - g q := fun q => by rw [hh]
  have hd : ∀ᶠ q in 𝓝 0, HasDerivAt h (f' q - g' q) q := by
    filter_upwards [hf1, hg1] with q h1 h2
    rw [hh]
    exact h1.fun_sub h2
  have hmax : IsLocalMax h 0 := Eventually.of_forall fun q => by
    rw [hv, hv]
    linarith [hle q]
  have hz : f' 0 - g' 0 = 0 := hmax.hasDerivAt_eq_zero hd.self_of_nhds
  refine ⟨by linarith, not_lt.mp fun hk => ?_⟩
  -- otherwise the difference is both a local maximum and a local minimum, hence flat
  have hd1 : deriv h =ᶠ[𝓝 0] fun q => f' q - g' q := hd.mono fun q hq => hq.deriv
  have hd2 : deriv (deriv h) 0 = k - l := hd1.deriv_eq.trans (hf2.fun_sub hg2).deriv
  have hmin : IsLocalMin h 0 := isLocalMin_of_deriv_deriv_pos (by rw [hd2]; linarith)
    (hd1.eq_of_nhds.trans hz) hd.self_of_nhds.continuousAt
  have hflat : h =ᶠ[𝓝 0] fun _ => (0 : ℝ) := by
    filter_upwards [hmin] with q hq
    rw [hv, hv] at hq
    rw [hv]
    linarith [hle q]
  have h3 : deriv (deriv h) 0 = 0 := by
    rw [hflat.deriv.deriv_eq]
    simp
  linarith
```

Let $h=f-g$. Then $h\le0$ and $h(0)=0$, so $h$ has a maximum at 0 and $h'(0)=a-b=0$. Suppose $k>l$. Then $h''(0)=k-l>0$, which makes 0 a local minimum as well. Near 0 we then have both $h\ge0$ and $h\le0$, so $h$ vanishes there and $h''(0)=0$, a contradiction.

The Mathlib device behind this step is the second-derivative test `isLocalMin_of_deriv_deriv_pos`. It asks for a positive second derivative, a zero first derivative and continuity at the point, and returns a local minimum without stating that it is strict; hence the flatness argument. The test speaks of `deriv (deriv h) 0`, while the hypotheses supply $f'$ and $g'$ only near 0. The relation `=ᶠ[𝓝 0]`, equality in a neighbourhood of 0, bridges the two: functions that agree near a point have the same derivative there.

```lean
/-- Every active space that contains a ground vector of symmetric `H₀` reproduces the exact
ground energy of `H₀`. -/
theorem ground_energy_exact {H₀ : Matrix n n ℝ} (hH : H₀.IsSymm) {S : Submodule ℝ (n → ℝ)}
    {ψ : n → ℝ} (hψ : ψ ≠ 0) (hψS : ψ ∈ S) (hg : H₀ *ᵥ ψ = lowestEigenvalue ⊤ H₀ • ψ) :
    lowestEigenvalue S H₀ = lowestEigenvalue ⊤ H₀ :=
  lowestEigenvalue_eq
    ⟨ψ, hψS, hψ, fun y _ => by rw [hg, dotProduct_smul, smul_eq_mul]⟩
    fun y _ => (variational_principle hH (S := ⊤) trivial hψ).2 y trivial
```

The symbol `⊤` is the whole space, and `hg` says $H_0\psi=E_0\psi$, with $E_0$ the exact lowest eigenvalue. For $y\in S$ this gives $y\cdot H_0\psi=E_0\,y\cdot\psi$, so $E_0$ is a compressed eigenvalue. The variational bound in the whole space also holds on $S$, so $E_0$ is the lowest there.

```lean
/-- Smaller spaces are never softer: for symmetric `H₀`, `V` and nested spaces `S ≤ T` containing a
ground vector of `H₀`, the lowest eigenvalues of `H₀ + qV` in `S` and `T`, if twice differentiable
at `q = 0`, have equal slopes there, and the curvature in `T` is at most that in `S`. -/
theorem smaller_space_stiffer {H₀ V : Matrix n n ℝ} (hH : H₀.IsSymm) (hV : V.IsSymm)
    {S T : Submodule ℝ (n → ℝ)} (hST : S ≤ T) {ψ : n → ℝ} (hψ : ψ ≠ 0) (hψS : ψ ∈ S)
    (hg : H₀ *ᵥ ψ = lowestEigenvalue ⊤ H₀ • ψ) {gS kS gT kT : ℝ}
    (hS : HasSlopeCurvature (fun q => lowestEigenvalue S (H₀ + q • V)) gS kS)
    (hT : HasSlopeCurvature (fun q => lowestEigenvalue T (H₀ + q • V)) gT kT) :
    gT = gS ∧ kT ≤ kS := by
  refine touching_curves (fun q => ?_) ?_ hT hS
  · -- the optimal vector in `S` is a trial vector in `T`
    have hA := hH.add (hV.smul q)
    obtain ⟨x, hx, hx0, he⟩ := (variational_principle hA hψS hψ).1
    have h := (variational_principle hA (hST hψS) hψ).2 x (hST hx)
    rw [he x hx] at h
    exact le_of_mul_le_mul_right h (dot_self_pos hx0)
  · simp only [zero_smul, add_zero]
    rw [ground_energy_exact hH hψ (hST hψS) hg, ground_energy_exact hH hψ hψS hg]
```

Let $E_S(q)$ and $E_T(q)$ be the lowest eigenvalues in $S\subseteq T$. At each $q$, the optimal $x\in S$ is a trial vector in $T$:
$$E_T(q)\,(x\cdot x)\le x\cdot(H_0+qV)x=E_S(q)\,(x\cdot x).$$
Thus $E_T(q)\le E_S(q)$, with equality at $q=0$, where both are $E_0$. The touching-curve theorem gives $E_T'(0)=E_S'(0)$ and $E_T''(0)\le E_S''(0)$. The spaces stay fixed as $q$ varies, so the theorem does not cover active orbitals that are re-optimised at each $q$.

```lean
/-- Hellmann-Feynman slope in an active space: if `S` contains a normalised ground vector `ψ` of
`H₀`, with `H₀`, `V` symmetric, and the lowest eigenvalue of `H₀ + qV` in `S` is twice differentiable
at `q = 0`, its slope is the expectation value of `V` in `ψ` and its curvature is not positive. -/
theorem hellmann_feynman_slope {H₀ V : Matrix n n ℝ} (hH : H₀.IsSymm) (hV : V.IsSymm)
    {S : Submodule ℝ (n → ℝ)} {ψ : n → ℝ} (hψ : ψ ⬝ᵥ ψ = 1) (hψS : ψ ∈ S)
    (hg : H₀ *ᵥ ψ = lowestEigenvalue ⊤ H₀ • ψ) {g k : ℝ}
    (hS : HasSlopeCurvature (fun q => lowestEigenvalue S (H₀ + q • V)) g k) :
    g = ψ ⬝ᵥ V *ᵥ ψ ∧ k ≤ 0 := by
  have hψ0 : ψ ≠ 0 := fun h => by simp [h] at hψ
  -- compare with the straight line obtained by freezing the state at `ψ`
  have hline : HasSlopeCurvature
      (fun q => lowestEigenvalue ⊤ H₀ + q * (ψ ⬝ᵥ V *ᵥ ψ)) (ψ ⬝ᵥ V *ᵥ ψ) 0 :=
    ⟨fun _ => ψ ⬝ᵥ V *ᵥ ψ, Eventually.of_forall fun q =>
      (((hasDerivAt_id' q).mul_const _).const_add _).congr_deriv (one_mul _),
      rfl, hasDerivAt_const _ _⟩
  refine touching_curves (fun q => ?_) ?_ hS hline
  · have h := (variational_principle (hH.add (hV.smul q)) hψS hψ0).2 ψ hψS
    simp only [add_mulVec, smul_mulVec, dotProduct_add, dotProduct_smul, smul_eq_mul, hg, hψ,
      mul_one] at h
    exact h
  · simp only [zero_smul, add_zero, zero_mul]
    exact ground_energy_exact hH hψ0 hψS hg
```

Freezing the state at the normalised $\psi$ gives the line $E_0+q\,(\psi\cdot V\psi)$. It lies on or above $E_S(q)$ and touches it at $q=0$. The slope is therefore $\psi\cdot V\psi$, and the curvature is at most that of a line, zero. In such a fixed space, a positive force constant thus needs a term beyond the linear one in the Hamiltonian, such as the elastic term added at the end.

## Two levels with a gap

```lean
/-- Two electronic levels at energies `0` and `Δ`. -/
def levels (Δ : ℝ) : Matrix (Fin 2) (Fin 2) ℝ := !![0, 0; 0, Δ]
```

The unperturbed levels lie at $0$ and $\Delta$.

```lean
/-- Vibronic coupling of strength `c` between the two levels. -/
def coupling (c : ℝ) : Matrix (Fin 2) (Fin 2) ℝ := !![0, c; c, 0]
```

The distortion mixes them with strength $c$.

```lean
/-- The active space that keeps only the first level. -/
def firstLevel : Submodule ℝ (Fin 2 → ℝ) :=
  LinearMap.ker (LinearMap.proj 1 : (Fin 2 → ℝ) →ₗ[ℝ] ℝ)
```

Components are numbered 0 and 1. This space contains the vectors whose component 1 vanishes.

```lean
/-- Matrix elements of the two-level Hamiltonian between arbitrary real vectors. -/
theorem twoLevel_form (Δ c q : ℝ) (x y : Fin 2 → ℝ) :
    y ⬝ᵥ (levels Δ + q • coupling c) *ᵥ x =
      q * c * (y 0 * x 1 + y 1 * x 0) + Δ * (y 1 * x 1) := by
  simp [levels, coupling, dotProduct, mulVec, Fin.sum_univ_two]
  ring
```

Multiplying out gives $y\cdot(H_0+qV)x=qc\,(y_0x_1+y_1x_0)+\Delta\,y_1x_1$.

```lean
/-- The lower adiabatic energy of the two-level model with positive gap `Δ`. -/
theorem twoLevel_lowest {Δ : ℝ} (hΔ : 0 < Δ) (c q : ℝ) :
    lowestEigenvalue ⊤ (levels Δ + q • coupling c) =
      (Δ - √(Δ ^ 2 + 4 * c ^ 2 * q ^ 2)) / 2 := by
  obtain ⟨s, hs⟩ : ∃ s, s = √(Δ ^ 2 + 4 * c ^ 2 * q ^ 2) := ⟨_, rfl⟩
  have hs0 : 0 ≤ s := hs ▸ Real.sqrt_nonneg _
  have hs2 : s ^ 2 = Δ ^ 2 + 4 * c ^ 2 * q ^ 2 := by
    rw [hs, Real.sq_sqrt (by positivity)]
  rw [← hs]
  apply lowestEigenvalue_eq
  · refine ⟨![(Δ + s) / 2, -(c * q)], trivial, fun h => ?_, fun y _ => ?_⟩
    · have h0 : (Δ + s) / 2 = 0 := congrFun h 0
      linarith
    · rw [twoLevel_form, dotProduct, Fin.sum_univ_two]
      simp only [Matrix.cons_val_zero, Matrix.cons_val_one]
      linear_combination (y 0 / 4) * hs2
  · intro y _
    rw [twoLevel_form, dotProduct, Fin.sum_univ_two]
    have hp : 0 < (Δ + s) / 2 := by linarith
    have hs3 : y 0 ^ 2 / 4 * s ^ 2 = y 0 ^ 2 / 4 * (Δ ^ 2 + 4 * c ^ 2 * q ^ 2) := by rw [hs2]
    -- multiplied by the positive number `(Δ + s) / 2`, the difference is a perfect square
    refine le_of_mul_le_mul_right ?_ hp
    nlinarith [sq_nonneg (c * q * y 0 + (Δ + s) / 2 * y 1), hs3]
```

Put $s=\sqrt{\Delta^2+4c^2q^2}$, $p=(\Delta+s)/2$ and $E=(\Delta-s)/2$. The vector $(p,-cq)$, or $(p,-cq)/\sqrt{p^2+c^2q^2}$ when normalised, has eigenvalue $E$, because $pE=-c^2q^2$ and $\Delta-E=p$. The same two identities give
$$p\,\bigl[y\cdot(H_0+qV)y-E\,y\cdot y\bigr]=(cq\,y_0+p\,y_1)^2\ge0.$$
As $p>0$, $E$ is the lowest eigenvalue.

```lean
/-- Two-level model with gap `Δ > 0` and coupling `c`: the first level is a ground vector at `q = 0`,
the curvature is `0` in the space of that level alone and `-2c²/Δ` in the full space, and both
slopes vanish. -/
theorem twoLevel_witness {Δ : ℝ} (hΔ : 0 < Δ) (c : ℝ) :
    ![1, 0] ∈ firstLevel ∧
    levels Δ *ᵥ ![1, 0] = lowestEigenvalue ⊤ (levels Δ) • ![1, 0] ∧
    HasSlopeCurvature (fun q => lowestEigenvalue firstLevel (levels Δ + q • coupling c)) 0 0 ∧
    HasSlopeCurvature (fun q => lowestEigenvalue ⊤ (levels Δ + q • coupling c))
      0 (-2 * c ^ 2 / Δ) := by
  have hmem : (![1, 0] : Fin 2 → ℝ) ∈ firstLevel := LinearMap.mem_ker.mpr rfl
  refine ⟨hmem, ?_, ?_, ?_⟩
  · have h0 := twoLevel_lowest hΔ 0 0
    have hz : Δ ^ 2 + 4 * (0 : ℝ) ^ 2 * 0 ^ 2 = Δ ^ 2 := by ring
    rw [zero_smul, add_zero, hz, Real.sqrt_sq hΔ.le, sub_self, zero_div] at h0
    rw [h0]
    ext i
    fin_cases i <;> simp [levels, mulVec, dotProduct, Fin.sum_univ_two]
  · have hE : ∀ q : ℝ, lowestEigenvalue firstLevel (levels Δ + q • coupling c) = 0 := by
      intro q
      apply lowestEigenvalue_eq
      · refine ⟨![1, 0], hmem, fun h => one_ne_zero (α := ℝ) (congrFun h 0), fun y hy => ?_⟩
        have hy1 : y 1 = 0 := LinearMap.mem_ker.mp hy
        rw [twoLevel_form, hy1]
        simp
      · intro y hy
        have hy1 : y 1 = 0 := LinearMap.mem_ker.mp hy
        rw [twoLevel_form, hy1]
        simp
    simp only [hE]
    exact ⟨fun _ => 0, Eventually.of_forall fun q => hasDerivAt_const _ _, rfl,
      hasDerivAt_const _ _⟩
  · simp only [twoLevel_lowest hΔ]
    have hp : ∀ q : ℝ, 0 < Δ ^ 2 + 4 * c ^ 2 * q ^ 2 := fun q => by positivity
    have hr : ∀ q : ℝ, HasDerivAt (fun q : ℝ => √(Δ ^ 2 + 4 * c ^ 2 * q ^ 2))
        (4 * c ^ 2 * q / √(Δ ^ 2 + 4 * c ^ 2 * q ^ 2)) q := fun q =>
      ((((hasDerivAt_pow 2 q).const_mul (4 * c ^ 2)).const_add (Δ ^ 2)).sqrt
        (hp q).ne').congr_deriv (by ring)
    have hs : √(Δ ^ 2 + 4 * c ^ 2 * (0 : ℝ) ^ 2) = Δ := by
      rw [show Δ ^ 2 + 4 * c ^ 2 * (0 : ℝ) ^ 2 = Δ ^ 2 by ring, Real.sqrt_sq hΔ.le]
    have hne : √(Δ ^ 2 + 4 * c ^ 2 * (0 : ℝ) ^ 2) ≠ 0 := (Real.sqrt_pos.mpr (hp 0)).ne'
    refine ⟨fun q => -(4 * c ^ 2 * q / √(Δ ^ 2 + 4 * c ^ 2 * q ^ 2)) / 2,
      Eventually.of_forall fun q => ((hr q).const_sub Δ).div_const 2, by simp, ?_⟩
    refine ((((hasDerivAt_id' (0 : ℝ)).const_mul (4 * c ^ 2)).fun_div
      (hr 0) hne).fun_neg.div_const 2).congr_deriv ?_
    simp only [hs]
    field_simp
    ring

end

end ActiveSpaceSoftness
```

With the first level alone the energy is constantly 0, so slope and curvature vanish. In the full space $E'(q)=-2c^2q/s$, which gives slope 0 and curvature $-2c^2/\Delta$. For $c\neq0$ the inequality is strict.

The order can reverse if the smaller space misses the ground vector. Add a third level that lies below the other two at $q=0$ and is coupled to neither, with an energy independent of $q$. The lowest energy in the enlarged space is then constant near $q=0$, so going from the two-level space to the three-level space raises the curvature from $-2c^2/\Delta$ to $0$.

As a physical gloss on the checked statements, an elastic term $\tfrac12Kq^2$ common to both spaces would turn these curvatures into $K$ and $K-2c^2/\Delta$. For $0<K<2c^2/\Delta$ this two-level model then has a pseudo-Jahn-Teller instability that the one-level space misses.

```lean
#print axioms ActiveSpaceSoftness.smaller_space_stiffer
#print axioms ActiveSpaceSoftness.hellmann_feynman_slope
```

```
'ActiveSpaceSoftness.smaller_space_stiffer' depends on axioms: [propext, Classical.choice, Quot.sound]
'ActiveSpaceSoftness.hellmann_feynman_slope' depends on axioms: [propext, Classical.choice, Quot.sound]
```
